# The normalised plane waves on a finite ring of sites resolve the identity

On a ring of n sites, with n at least 1, the plane wave with wave number k has amplitude exp(2πijk/n) at site j. These vectors are unnormalised, each having squared norm n, so the outer product of each with its own conjugate must be divided by n to give a projector. `mode_completeness` states that these projectors, summed over all n wave numbers, give the n × n identity matrix; no Hamiltonian enters. The proof works entry by entry: the (i, j) entry of each projector is written as 1/n times a phase that depends on k(i − j), and the sum of these phases over k is n when i = j and zero otherwise. To combine the two amplitudes into one phase, it first shows in `hs` that conjugating a phase factor negates its argument, using the cosine and sine forms from `phase_factor`.

The failing Lean file:

```lean
import Mathlib

open Matrix
open scoped Real ComplexOrder

namespace ModeCompleteness

noncomputable section

variable {n : ℕ} [NeZero n]

/-- The plane wave around the ring of terminals with wave number `k`,
whose amplitude at terminal `j` is `exp (2 π i j k / n)`. -/
def mode (k : ZMod n) : ZMod n → ℂ := fun j => ZMod.stdAddChar (j * k)

/-- Half the phase advance of a plane wave from one terminal to the next, `π k / n`
with `k` taken from `0` to `n - 1`. -/
def halfPhase (k : ZMod n) : ℝ := π * (k.val : ℝ) / (n : ℝ)

/-- The phase factors between neighbouring terminals, forwards and backwards, are
`cos 2φ + i sin 2φ` and `cos 2φ - i sin 2φ` with `φ = π k / n`. -/
theorem phase_factor (k : ZMod n) :
    ZMod.stdAddChar k = (Real.cos (2 * halfPhase k) : ℂ)
        + (Real.sin (2 * halfPhase k) : ℂ) * Complex.I ∧
    ZMod.stdAddChar (-k) = (Real.cos (2 * halfPhase k) : ℂ)
        - (Real.sin (2 * halfPhase k) : ℂ) * Complex.I := by
  have h1 : ZMod.stdAddChar k = (Real.cos (2 * halfPhase k) : ℂ)
      + (Real.sin (2 * halfPhase k) : ℂ) * Complex.I := by
    have h := ZMod.stdAddChar_coe (N := n) (k.val : ℤ)
    simp only [Int.cast_natCast, ZMod.natCast_zmod_val] at h
    rw [h, Complex.ofReal_cos, Complex.ofReal_sin, ← Complex.exp_mul_I]
    congr 1
    push_cast [halfPhase]
    ring
  refine ⟨h1, ?_⟩
  rw [AddChar.map_neg_eq_inv, h1]
  apply inv_eq_of_mul_eq_one_right
  have h : (Real.cos (2 * halfPhase k) : ℂ) ^ 2 + (Real.sin (2 * halfPhase k) : ℂ) ^ 2 = 1 := by
    exact_mod_cast Real.cos_sq_add_sin_sq (2 * halfPhase k)
  linear_combination h - (Real.sin (2 * halfPhase k) : ℂ) ^ 2 * Complex.I_sq

/-- Completeness of the plane waves: their projectors, each normalised by `1 / n`,
add up to the identity. -/
theorem mode_completeness :
    ∑ k : ZMod n, ((n : ℂ)⁻¹) • vecMulVec (mode k) (star (mode k)) = 1 := by
  have hn : (n : ℂ) ≠ 0 := Nat.cast_ne_zero.mpr (NeZero.ne n)
  ext i j
  have term : ∀ k : ZMod n, (((n : ℂ)⁻¹) • vecMulVec (mode k) (star (mode k))) i j
      = (n : ℂ)⁻¹ * ZMod.stdAddChar (k * (i - j)) := by
    intro k
    have hs : star (ZMod.stdAddChar (j * k) : ℂ) = ZMod.stdAddChar (-(j * k)) := by
      rw [(phase_factor (j * k)).1, (phase_factor (j * k)).2]
      simp [Complex.ext_iff]
    simp only [Matrix.smul_apply, vecMulVec_apply, Pi.star_apply, mode, smul_eq_mul]
    rw [hs, ← AddChar.map_add_eq_mul]
    congr 2
    ring
  rw [Matrix.sum_apply, Finset.sum_congr rfl fun k _ => term k, ← Finset.mul_sum,
    AddChar.sum_mulShift (i - j) (ZMod.isPrimitive_stdAddChar n)]
  by_cases hij : i = j
  · subst hij
    simp [ZMod.card, hn]
  · simp [sub_eq_zero, hij]

end

end ModeCompleteness
```

The error:

```
Main.lean:51:81: error: unsolved goals
n : ℕ
inst✝ : NeZero n
hn : ↑n ≠ 0
i j k : ZMod n
⊢ -(Complex.sin (2 * ↑(halfPhase (j * k)))).im = (Complex.sin (2 * ↑(halfPhase (j * k)))).im ∧
    -(Complex.cos (2 * ↑(halfPhase (j * k)))).im + -(Complex.sin (2 * ↑(halfPhase (j * k)))).re =
      (Complex.cos (2 * ↑(halfPhase (j * k)))).im - (Complex.sin (2 * ↑(halfPhase (j * k)))).re
```

After these edits no error is left:

```diff
@@ -51,5 +51,6 @@
     have hs : star (ZMod.stdAddChar (j * k) : ℂ) = ZMod.stdAddChar (-(j * k)) := by
       rw [(phase_factor (j * k)).1, (phase_factor (j * k)).2]
-      simp [Complex.ext_iff]
+      simp only [Complex.star_def, map_add, map_mul, Complex.conj_ofReal, Complex.conj_I]
+      ring
     simp only [Matrix.smul_apply, vecMulVec_apply, Pi.star_apply, mode, smul_eq_mul]
     rw [hs, ← AddChar.map_add_eq_mul]
```

Diagnosis. The single error says that the proof of `hs` ends with a goal still open. After the `rw`, the goal says that the conjugate of cos 2φ + i sin 2φ is cos 2φ − i sin 2φ, with the real cosine and sine cast to ℂ. `simp [Complex.ext_iff]` splits this into real and imaginary parts, but `simp` also moves the casts inwards, giving `Complex.cos (2 * ↑(halfPhase (j * k)))` and likewise for the sine. The remaining equations are true, because both functions have zero imaginary part here. `simp` does not see this: the argument is now a product containing a cast, no longer the cast of one real number, which is the form that the lemmas on imaginary parts expect.

The repair does not split into parts. Its `simp only` carries the conjugation through the sum and product, leaves the cast real numbers unchanged by `Complex.conj_ofReal`, and turns `Complex.I` into its negative by `Complex.conj_I`. With no lemma in the list to move the casts, both sides keep the same real cosine and sine, and `ring` closes the goal.
